# An orientation-independent error for the triangular-grid Laplacian on polynomials of degree at most five

Let $p$ be a real polynomial in $x$ and $y$, and write $\Delta=\partial_x^2+\partial_y^2$. A triangular grid has spacing $h\neq 0$, and one of its bonds makes the angle $\theta$ with the $x$-axis. The six neighbours of $(x,y)$ lie at $(x+h\cos\varphi_k,\;y+h\sin\varphi_k)$ with $\varphi_k=\theta+k\pi/3$ and $k=0,\dots,5$. The stencil is

$$L_{h,\theta}\,p(x,y)=\frac{2}{3h^2}\sum_{k=0}^{5}\bigl[p(x+h\cos\varphi_k,\,y+h\sin\varphi_k)-p(x,y)\bigr].$$

## The error term by Taylor expansion

If $p$ has total degree at most 5, then at every point

$$L_{h,\theta}\,p=\Delta p+\frac{h^2}{16}\,\Delta\Delta p .$$

The right-hand side does not contain $\theta$: the error is isotropic.

Let $D_\varphi=\cos\varphi\,\partial_x+\sin\varphi\,\partial_y$. The Taylor series of $p$ stops at fifth order, and odd orders cancel between opposite neighbours, so each opposite pair contributes

$$h^2D_\varphi^2p+\frac{h^4}{12}D_\varphi^4p .$$

The three pairs have $\varphi=\theta,\ \theta+\pi/3,\ \theta-\pi/3$. Over these angles $\cos2\varphi$, $\sin2\varphi$, $\cos4\varphi$ and $\sin4\varphi$ each sum to zero, because the doubled and quadrupled angles are equally spaced around the circle. With $c=\cos\varphi$ and $s=\sin\varphi$, the identities

$$c^2=\tfrac{1+\cos2\varphi}{2},\quad s^2=\tfrac{1-\cos2\varphi}{2},\quad cs=\tfrac{\sin2\varphi}{2},$$

$$c^4,\,s^4=\tfrac{3\pm4\cos2\varphi+\cos4\varphi}{8},\quad c^2s^2=\tfrac{1-\cos4\varphi}{8},\quad c^3s,\,cs^3=\tfrac{2\sin2\varphi\pm\sin4\varphi}{8}$$

give

$$\sum c^2=\sum s^2=\tfrac32,\quad \sum c^4=\sum s^4=\tfrac98,\quad \sum c^2s^2=\tfrac38,\quad \sum cs=\sum c^3s=\sum cs^3=0 .$$

Hence $\sum D_\varphi^2p=\tfrac32\Delta p$, and

$$\sum D_\varphi^4p=\tfrac98(\partial_x^4p+\partial_y^4p)+6\cdot\tfrac38\,\partial_x^2\partial_y^2p=\tfrac98\,\Delta\Delta p .$$

The six differences add up to $\tfrac32h^2\Delta p+\tfrac{3}{32}h^4\Delta\Delta p$, and the factor $2/(3h^2)$ gives the claim.

For a single electron in two dimensions, discretising the kinetic energy $-\tfrac12\Delta$ (atomic units) this way gives an error $-\tfrac{h^2}{32}\Delta\Delta p$ on these polynomial fields, whatever the grid orientation. A nonzero polynomial is not normalisable over the plane, so it is not itself a state of the electron; the formula only describes how the discretised operator acts on polynomials.

## A harmonic sextic that sees the orientation

Degree 6 breaks the formula. Take $q=\mathrm{Re}(x+iy)^6=x^6-15x^4y^2+15x^2y^4-y^6$. Then

$$\partial_x^2q=30x^4-180x^2y^2+30y^4=-\partial_y^2q,$$

so $\Delta q=0$ and the formula would predict zero. At the origin, however, every neighbour has the value $h^6\cos6\varphi_k=h^6\cos6\theta$, and the stencil gives $\tfrac{2}{3h^2}\cdot6h^6\cos6\theta=4h^4\cos6\theta$.

## Fields, derivatives and the stencil in Lean

A field is an element of `MvPolynomial (Fin 2) ℝ`, where `X 0` is $x$ and `X 1` is $y$. The symbols `∂x` and `∂y` denote formal partial derivatives.

```lean
import Mathlib

open MvPolynomial
open scoped Real

namespace TriangularGridLaplacian

noncomputable section

local notation "∂x" => MvPolynomial.pderiv (R := ℝ) (0 : Fin 2)
local notation "∂y" => MvPolynomial.pderiv (R := ℝ) (1 : Fin 2)
```

Evaluation turns the formal polynomial into a function on the plane.

```lean
/-- The value of a polynomial field at the point `(x, y)` of the plane. -/
def value (p : MvPolynomial (Fin 2) ℝ) (x y : ℝ) : ℝ := eval ![x, y] p

/-- The Laplacian of a polynomial field in the plane. -/
def laplacian (p : MvPolynomial (Fin 2) ℝ) : MvPolynomial (Fin 2) ℝ :=
  ∂x (∂x p) + ∂y (∂y p)
```

The stencil accepts any function of two real variables, although the theorems apply it only to polynomials. The grid is uniform and has no boundary.

```lean
/-- The seven-point stencil on a triangular grid with spacing `h ≠ 0`, one of whose bonds
makes the angle `θ` with the x-axis. -/
def hexLaplacian (h θ : ℝ) (f : ℝ → ℝ → ℝ) (x y : ℝ) : ℝ :=
  2 / (3 * h ^ 2) * ∑ k ∈ Finset.range 6,
    (f (x + h * Real.cos (θ + k * π / 3)) (y + h * Real.sin (θ + k * π / 3)) - f x y)
```

## Reduction to monomials

The next three lemmas evaluate sums and monomials and differentiate monomials. The exponent `i - 1` is truncated at zero, which is harmless because the coefficient then vanishes.

```lean
/-- The value of a sum of two fields is the sum of their values. -/
theorem value_add (p q : MvPolynomial (Fin 2) ℝ) (x y : ℝ) :
    value (p + q) x y = value p x y + value q x y := by
  simp [value]

/-- The value of a monomial field at a point. -/
theorem value_mono (a : ℝ) (i j : ℕ) (x y : ℝ) :
    value (C a * X 0 ^ i * X 1 ^ j) x y = a * x ^ i * y ^ j := by
  simp [value]

/-- The two partial derivatives of a monomial field. -/
theorem deriv_mono (a : ℝ) (i j : ℕ) :
    ∂x (C a * X 0 ^ i * X 1 ^ j) = C (a * i) * X 0 ^ (i - 1) * X 1 ^ j ∧
    ∂y (C a * X 0 ^ i * X 1 ^ j) = C (a * j) * X 0 ^ i * X 1 ^ (j - 1) := by
  have hc (n : ℕ) : (C (n : ℝ) : MvPolynomial (Fin 2) ℝ) = n := map_natCast C n
  have hx : ∂x (X 1) = 0 := pderiv_X_of_ne (by decide)
  have hy : ∂y (X 0) = 0 := pderiv_X_of_ne (by decide)
  constructor
  · simp only [C_mul, hc, pderiv_mul, pderiv_C, pderiv_pow, pderiv_X_self, hx]
    ring
  · simp only [C_mul, hc, pderiv_mul, pderiv_C, pderiv_pow, pderiv_X_self, hy]
    ring
```

A polynomial of total degree at most 5 is a sum of monomials $a\,x^iy^j$ with $i+j\le5$, so for such polynomials an additive property need only be checked on these monomials.

```lean
/-- A property that is additive and holds for all monomials of degree at most 5 holds for
all polynomial fields of total degree at most 5. -/
theorem degree_induction {P : MvPolynomial (Fin 2) ℝ → Prop}
    (hadd : ∀ p q, P p → P q → P (p + q))
    (hmono : ∀ (a : ℝ) (i j : ℕ), i + j ≤ 5 → P (C a * X 0 ^ i * X 1 ^ j))
    (p : MvPolynomial (Fin 2) ℝ) (hp : p.totalDegree ≤ 5) : P p := by
  have h0 : P 0 := by simpa using hmono 0 0 0 (by norm_num)
  rw [p.as_sum]
  refine Finset.sum_induction _ P hadd h0 fun v hv => ?_
  have hd := (le_totalDegree hv).trans hp
  rw [Finsupp.sum_fintype _ _ (fun _ => rfl), Fin.sum_univ_two] at hd
  rw [monomial_eq, Finsupp.prod_fintype _ _ (fun _ => pow_zero _), Fin.prod_univ_two,
    ← mul_assoc]
  exact hmono _ _ _ hd
```

This replaces Taylor's theorem in the pair formula, with displacement $(s,t)$. `interval_cases` lists the exponents, and `ring` checks each polynomial identity. The two orderings of the mixed fourth derivative stay separate, each with coefficient 3, to match the expansion of `laplacian (laplacian p)`.

```lean
/-- For a field of total degree at most 5, the second difference over two opposite
displacements `±(s, t)` is the second directional derivative plus one twelfth of the fourth. -/
theorem opposite_pair (p : MvPolynomial (Fin 2) ℝ) (hp : p.totalDegree ≤ 5) (x y s t : ℝ) :
    value p (x + s) (y + t) + value p (x - s) (y - t) - 2 * value p x y =
      s ^ 2 * value (∂x (∂x p)) x y + 2 * s * t * value (∂x (∂y p)) x y
      + t ^ 2 * value (∂y (∂y p)) x y
      + (s ^ 4 * value (∂x (∂x (∂x (∂x p)))) x y
        + 4 * s ^ 3 * t * value (∂x (∂x (∂x (∂y p)))) x y
        + 3 * s ^ 2 * t ^ 2 * (value (∂x (∂x (∂y (∂y p)))) x y
          + value (∂y (∂y (∂x (∂x p)))) x y)
        + 4 * s * t ^ 3 * value (∂x (∂y (∂y (∂y p)))) x y
        + t ^ 4 * value (∂y (∂y (∂y (∂y p)))) x y) / 12 := by
  revert p
  refine degree_induction ?_ ?_
  · intro p q hp hq
    simp only [map_add, value_add]
    linear_combination hp + hq
  · -- on monomials both sides are explicit polynomials in x, y, s, t
    intro a i j hij
    simp only [(deriv_mono _ _ _).1, (deriv_mono _ _ _).2, value_mono]
    have hi : i ≤ 5 := by omega
    have hj : j ≤ 5 := by omega
    interval_cases i <;> interval_cases j <;> first | omega | (push_cast; ring)
```

## Three pairs and their moments

The addition formulas express the six directions through $\cos\theta$, $\sin\theta$ and $\sqrt3$, grouped into the three pairs used above.

```lean
/-- The sum of any function `g` over the six neighbour directions of a triangular grid, grouped into
three opposite pairs and written in terms of `cos θ`, `sin θ` and `√3`. -/
theorem sum_neighbours (g : ℝ → ℝ → ℝ) (θ : ℝ) :
    ∑ k ∈ Finset.range 6, g (Real.cos (θ + k * π / 3)) (Real.sin (θ + k * π / 3)) =
      let c := Real.cos θ
      let s := Real.sin θ
      g c s + g (-c) (-s)
      + (g (c / 2 - √3 / 2 * s) (s / 2 + √3 / 2 * c)
        + g (-(c / 2 - √3 / 2 * s)) (-(s / 2 + √3 / 2 * c)))
      + (g (c / 2 + √3 / 2 * s) (s / 2 - √3 / 2 * c)
        + g (-(c / 2 + √3 / 2 * s)) (-(s / 2 - √3 / 2 * c))) := by
  have cp : Real.cos (θ + π / 3) = Real.cos θ / 2 - √3 / 2 * Real.sin θ := by
    rw [Real.cos_add, Real.cos_pi_div_three, Real.sin_pi_div_three]; ring
  have sp : Real.sin (θ + π / 3) = Real.sin θ / 2 + √3 / 2 * Real.cos θ := by
    rw [Real.sin_add, Real.cos_pi_div_three, Real.sin_pi_div_three]; ring
  have cm : Real.cos (θ - π / 3) = Real.cos θ / 2 + √3 / 2 * Real.sin θ := by
    rw [Real.cos_sub, Real.cos_pi_div_three, Real.sin_pi_div_three]; ring
  have sm : Real.sin (θ - π / 3) = Real.sin θ / 2 - √3 / 2 * Real.cos θ := by
    rw [Real.sin_sub, Real.cos_pi_div_three, Real.sin_pi_div_three]; ring
  simp only [Finset.sum_range_succ, Finset.sum_range_zero, Nat.cast_zero, Nat.cast_one,
    Nat.cast_ofNat]
  rw [show θ + 0 * π / 3 = θ by ring, show θ + 1 * π / 3 = θ + π / 3 by ring,
    show θ + 2 * π / 3 = θ - π / 3 + π by ring, show θ + 3 * π / 3 = θ + π by ring,
    show θ + 4 * π / 3 = θ + π / 3 + π by ring,
    show θ + 5 * π / 3 = θ - π / 3 + 2 * π by ring]
  simp only [Real.cos_add_pi, Real.sin_add_pi, Real.cos_add_two_pi, Real.sin_add_two_pi,
    cp, sp, cm, sm]
  ring
```

The main theorem holds for every centre $(x,y)$, every real $\theta$ and every $h\ne0$; a negative $h$ merely exchanges opposite neighbours. In the proof, `e1`, `e2` and `e3` are the pair formulas. The facts `m20` to `m04` are the moments, numbered by the powers of the two direction components; they follow from $c^2+s^2=1$ and $r^2=3$, where `c`, `s` and `r` now stand for $\cos\theta$, $\sin\theta$ and $\sqrt3$. The last `linear_combination` adds the pairs, inserts the moments and uses `hn` to cancel the prefactor.

```lean
/-- For every field of total degree at most 5, spacing `h ≠ 0` and grid orientation `θ`, the
triangular-grid stencil gives the Laplacian plus `h² / 16` times the biharmonic. -/
theorem hexLaplacian_eq (p : MvPolynomial (Fin 2) ℝ) (hp : p.totalDegree ≤ 5)
    (h θ x y : ℝ) (hh : h ≠ 0) :
    hexLaplacian h θ (value p) x y =
      value (laplacian p) x y + h ^ 2 / 16 * value (laplacian (laplacian p)) x y := by
  have S := sum_neighbours (fun c s => value p (x + h * c) (y + h * s) - value p x y) θ
  simp only [mul_neg, ← sub_eq_add_neg] at S
  have hc := Real.cos_sq_add_sin_sq θ
  have hr : √3 ^ 2 = (3 : ℝ) := Real.sq_sqrt (by norm_num)
  rw [hexLaplacian, S]
  generalize Real.cos θ = c at *
  generalize Real.sin θ = s at *
  generalize √3 = r at *
  have e1 := opposite_pair p hp x y (h * c) (h * s)
  have e2 := opposite_pair p hp x y (h * (c / 2 - r / 2 * s)) (h * (s / 2 + r / 2 * c))
  have e3 := opposite_pair p hp x y (h * (c / 2 + r / 2 * s)) (h * (s / 2 - r / 2 * c))
  -- isotropy of the second and fourth moments of the three bond directions
  have m20 : c ^ 2 + (c / 2 - r / 2 * s) ^ 2 + (c / 2 + r / 2 * s) ^ 2 = 3 / 2 := by
    linear_combination s ^ 2 / 2 * hr + 3 / 2 * hc
  have m11 : c * s + (c / 2 - r / 2 * s) * (s / 2 + r / 2 * c)
      + (c / 2 + r / 2 * s) * (s / 2 - r / 2 * c) = 0 := by
    linear_combination -(c * s / 2) * hr
  have m02 : s ^ 2 + (s / 2 + r / 2 * c) ^ 2 + (s / 2 - r / 2 * c) ^ 2 = 3 / 2 := by
    linear_combination c ^ 2 / 2 * hr + 3 / 2 * hc
  have m40 : c ^ 4 + (c / 2 - r / 2 * s) ^ 4 + (c / 2 + r / 2 * s) ^ 4 = 9 / 8 := by
    linear_combination (3 / 4 * c ^ 2 * s ^ 2 + s ^ 4 * (r ^ 2 + 3) / 8) * hr
      + 9 / 8 * (c ^ 2 + s ^ 2 + 1) * hc
  have m31 : c ^ 3 * s + (c / 2 - r / 2 * s) ^ 3 * (s / 2 + r / 2 * c)
      + (c / 2 + r / 2 * s) ^ 3 * (s / 2 - r / 2 * c) = 0 := by
    linear_combination -(3 / 8 * c ^ 3 * s + r ^ 2 * c * s ^ 3 / 8) * hr
  have m22 : c ^ 2 * s ^ 2 + (c / 2 - r / 2 * s) ^ 2 * (s / 2 + r / 2 * c) ^ 2
      + (c / 2 + r / 2 * s) ^ 2 * (s / 2 - r / 2 * c) ^ 2 = 3 / 8 := by
    linear_combination (c ^ 4 / 8 + s ^ 4 / 8 + c ^ 2 * s ^ 2 * ((r ^ 2 + 3) / 8 - 1 / 2)) * hr
      + 3 / 8 * (c ^ 2 + s ^ 2 + 1) * hc
  have m13 : c * s ^ 3 + (c / 2 - r / 2 * s) * (s / 2 + r / 2 * c) ^ 3
      + (c / 2 + r / 2 * s) * (s / 2 - r / 2 * c) ^ 3 = 0 := by
    linear_combination -(3 / 8 * c * s ^ 3 + r ^ 2 * c ^ 3 * s / 8) * hr
  have m04 : s ^ 4 + (s / 2 + r / 2 * c) ^ 4 + (s / 2 - r / 2 * c) ^ 4 = 9 / 8 := by
    linear_combination (3 / 4 * c ^ 2 * s ^ 2 + c ^ 4 * (r ^ 2 + 3) / 8) * hr
      + 9 / 8 * (c ^ 2 + s ^ 2 + 1) * hc
  have hn : 2 / (3 * h ^ 2) * (3 * h ^ 2 / 2) = 1 := by field_simp
  simp only [laplacian, map_add, value_add]
  -- add the three pairs, insert the moments, and normalise
  linear_combination 2 / (3 * h ^ 2) * (e1 + e2 + e3
      + h ^ 2 * (value (∂x (∂x p)) x y * m20 + 2 * value (∂x (∂y p)) x y * m11
        + value (∂y (∂y p)) x y * m02)
      + h ^ 4 / 12 * (value (∂x (∂x (∂x (∂x p)))) x y * m40
        + 4 * value (∂x (∂x (∂x (∂y p)))) x y * m31
        + 3 * (value (∂x (∂x (∂y (∂y p)))) x y + value (∂y (∂y (∂x (∂x p)))) x y) * m22
        + 4 * value (∂x (∂y (∂y (∂y p)))) x y * m13
        + value (∂y (∂y (∂y (∂y p)))) x y * m04))
    + (value (∂x (∂x p)) x y + value (∂y (∂y p)) x y
      + h ^ 2 / 16 * (value (∂x (∂x (∂x (∂x p)))) x y + value (∂x (∂x (∂y (∂y p)))) x y
        + value (∂y (∂y (∂x (∂x p)))) x y + value (∂y (∂y (∂y (∂y p)))) x y)) * hn
```

## The sextic in Lean

```lean
/-- The sextic field `x⁶ - 15x⁴y² + 15x²y⁴ - y⁶`, the real part of `(x + iy)⁶`. -/
def sextic : MvPolynomial (Fin 2) ℝ :=
  X 0 ^ 6 - C 15 * X 0 ^ 4 * X 1 ^ 2 + C 15 * X 0 ^ 2 * X 1 ^ 4 - X 1 ^ 6
```

The theorem states both halves of the counterexample: the Laplacian is the zero polynomial, and the stencil value at the origin divided by $h^4$ is $4\cos6\theta$. In the proof, `hv` gives the field on the circle of radius $|h|$ through the double- and triple-angle formulas, and `hk` shows that all six neighbours share one value.

```lean
/-- The sextic field is harmonic, yet at the origin the stencil with spacing `h ≠ 0`, divided
by `h⁴`, gives `4 cos 6θ`, which depends on the grid orientation `θ`. -/
theorem sextic_anisotropy (h θ : ℝ) (hh : h ≠ 0) :
    laplacian sextic = 0 ∧
      hexLaplacian h θ (value sextic) 0 0 / h ^ 4 = 4 * Real.cos (6 * θ) := by
  constructor
  · have hC : (C 15 : MvPolynomial (Fin 2) ℝ) = 15 := map_ofNat C 15
    have hx : ∂x (X 1) = 0 := pderiv_X_of_ne (by decide)
    have hy : ∂y (X 0) = 0 := pderiv_X_of_ne (by decide)
    simp only [laplacian, sextic, map_add, map_sub, pderiv_mul, pderiv_pow, pderiv_C,
      pderiv_X_self, hx, hy, Derivation.map_natCast, map_zero,
      mul_zero, zero_mul, add_zero, zero_add, mul_one]
    rw [hC]
    push_cast
    ring
  · -- on the circle of radius h the field is h⁶ cos 6φ
    have hv (φ : ℝ) : value sextic (0 + h * Real.cos φ) (0 + h * Real.sin φ)
        - value sextic 0 0 = h ^ 6 * Real.cos (6 * φ) := by
      have hs := Real.sin_sq φ
      rw [show 6 * φ = 2 * (3 * φ) by ring, Real.cos_two_mul, Real.cos_three_mul]
      calc _ = h ^ 6 * (Real.cos φ ^ 6 - 15 * Real.cos φ ^ 4 * Real.sin φ ^ 2
            + 15 * Real.cos φ ^ 2 * (Real.sin φ ^ 2) ^ 2 - (Real.sin φ ^ 2) ^ 3) := by
            simp only [value, sextic, map_add, map_sub, map_mul, map_pow, eval_C, eval_X,
              Matrix.cons_val_zero, Matrix.cons_val_one]
            ring
        _ = _ := by rw [hs]; ring
    have hk (k : ℕ) : Real.cos (6 * (θ + k * π / 3)) = Real.cos (6 * θ) := by
      rw [show 6 * (θ + k * π / 3) = 6 * θ + k * (2 * π) by ring,
        Real.cos_add_nat_mul_two_pi]
    simp only [hexLaplacian, hv, hk, Finset.sum_const, Finset.card_range, nsmul_eq_mul]
    push_cast
    have hn : h ^ 6 / (h ^ 2 * h ^ 4) = 1 := by
      rw [← pow_add]
      exact div_self (pow_ne_zero 6 hh)
    calc _ = 4 * Real.cos (6 * θ) * (h ^ 6 / (h ^ 2 * h ^ 4)) := by
          rw [← div_div]; ring
      _ = _ := by rw [hn, mul_one]

end

end TriangularGridLaplacian
```

```lean
#print axioms TriangularGridLaplacian.hexLaplacian_eq
#print axioms TriangularGridLaplacian.sextic_anisotropy
```

```
'TriangularGridLaplacian.hexLaplacian_eq' depends on axioms: [propext, Classical.choice, Quot.sound]
'TriangularGridLaplacian.sextic_anisotropy' depends on axioms: [propext, Classical.choice, Quot.sound]
```
